# The total squared orbital velocity splits into a gauge-independent part and a part that vanishes exactly under parallel transport

An orbital in an eigenstate of a time-independent Hamiltonian, with nonzero energy, keeps spinning its phase while the density matrix stands still. If I look only at how fast orbitals change in a real-time simulation, I can't tell physical motion from motion that a unitary rotation among the occupied orbitals could remove.

The claim I would like to pin down is this. Let $\Psi(t)$ have orthonormal columns and obey $i\Psi'=H\Psi$ with $H(t)$ Hermitian. Rotate the orbitals by a differentiable unitary $U(t)$, so that $\Phi=\Psi U$, and put $P=\Psi\Psi^*$. Then, in the Frobenius norm,

$$\|\Phi'\|^2=\|(1-P)H\Psi\|^2+\|\Phi^*\Phi'\|^2,$$

and the last term, the only one on the right that depends on the gauge $U$, vanishes if and only if $i\Phi'=H\Phi-\Phi(\Phi^*H\Phi)$. This last equation is the parallel transport equation. Can this be derived rigorously, with a proof that a machine has checked?

## Pythagoras in the occupied space

Yes. The derivation is a projection argument, in units with $\hbar=1$. A star denotes the conjugate transpose, and $\|A\|^2=\sum_{ij}|A_{ij}|^2=\operatorname{tr}(A^*A)$.

**Orthonormality persists.** Since $H$ is Hermitian,

$$(\Psi^*\Psi)'=(-iH\Psi)^*\Psi+\Psi^*(-iH\Psi)=i\Psi^*H\Psi-i\Psi^*H\Psi=0.$$

Hence $\Psi^*\Psi=1$ at all times if it holds at time zero.

**The projector ignores the gauge.** From $UU^*=U^*U=1$ it follows that $\Phi\Phi^*=\Psi UU^*\Psi^*=P$ and $\Phi^*\Phi=U^*\Psi^*\Psi U=1$.

**Any matrix splits orthogonally.** Let $Q=1-P$. Because $P^*=P$ and $P^2=\Phi(\Phi^*\Phi)\Phi^*=P$, we have $Q^*Q=Q$. For any matrix $X$ of the same shape as $\Phi$,

$$\|X\|^2=\operatorname{tr}(X^*QX)+\operatorname{tr}(X^*\Phi\Phi^*X)=\|QX\|^2+\|\Phi^*X\|^2.$$

**The norm of the outside part is gauge-independent.** The product rule gives $\Phi'=-iH\Psi U+\Psi U'$. Since $Q\Psi=\Psi-\Psi\Psi^*\Psi=0$, the term with $U'$ drops out and $Q\Phi'=-iQH\Psi U$. The factor $-i$ has modulus one. With $A=QH\Psi$, cyclicity of the trace gives

$$\|AU\|^2=\operatorname{tr}(U^*A^*AU)=\operatorname{tr}(A^*AUU^*)=\|A\|^2.$$

Setting $X=\Phi'$ in the orthogonal split now yields the velocity formula.

**The inside part vanishes exactly under parallel transport.** A Frobenius norm is zero only for the zero matrix, so the condition is $\Phi^*\Phi'=0$. If it holds, then $P\Phi'=0$, and therefore $\Phi'=Q\Phi'=-iQH\Phi$. Multiplying by $i$ gives $i\Phi'=H\Phi-\Phi(\Phi^*H\Phi)$. Conversely, multiplying that equation by $\Phi^*$ from the left gives $i\Phi^*\Phi'=\Phi^*H\Phi-\Phi^*H\Phi=0$.

## A single orbital: energy variance plus phase mismatch

With one normalised orbital $\psi$ and $U=e^{i\theta(t)}$, write $\langle H\rangle=\psi^*H\psi$. The formula becomes

$$\|\Phi'\|^2=\big(\langle H^2\rangle-\langle H\rangle^2\big)+\big(\theta'-\langle H\rangle\big)^2.$$

The parallel transport gauge is the phase with $\theta'=\langle H\rangle$. At an instant when $\psi$ is an eigenstate of $H(t)$ the variance is zero, and in this gauge the velocity vanishes; for an eigenstate of a time-independent $H$ the orbital stands still at all times.

## What the Lean theorem says

The index type `n` labels basis functions and `k` labels occupied orbitals; both are finite. The correspondence with the physics is as follows.

- `HasMatDerivAt A A' t` says that every entry of the matrix function `A` has the corresponding entry of `A'` as its derivative at the real time `t`.
- `SolvesSchrodinger H Ψ` is $\Psi'=-iH\Psi$ at all times.
- `frobSq` is the squared Frobenius norm.
- `transportRHS` is $H\Phi-\Phi(\Phi^*H\Phi)$.

The main theorem, `gauge_velocity_decomposition`, assumes that $H(t)$ is Hermitian at every time, that $\Psi$ solves the equation, and that $\Psi$ is orthonormal at time zero. The gauge need only be differentiable and unitary at the instant `t` considered, which includes a gauge that is unitary throughout. The conclusion provides a matrix `Φ'` that is the derivative of $\Psi U$ at `t`, satisfies the velocity formula, and satisfies the equivalence.

A second theorem, `parallel_transport_slowest`, compares two gauges at the same instant: if the orbitals of `V` obey the parallel transport equation there, their squared velocities add up to no more than those of `U`. This concerns the sum; an individual orbital may still move faster.

The Hamiltonian enters as a given function of time. In time-dependent density functional theory it depends on the density, and the theorem applies along any solution that is defined at all real times, is orthonormal at time zero and gives a Hermitian $H(t)$ throughout. Existence of such a solution is assumed, and no parallel transport gauge is constructed over a time interval. Reading $U$ as a gauge that leaves the physics unchanged presumes equal occupations of the orbitals in $\Psi$, so that the density matrix is proportional to $P$. The basis is orthonormal, so a non-orthogonal atomic-orbital basis with an overlap matrix is not covered.

For real-time electronic structure simulations in a finite orthonormal basis, the result identifies the part of the squared instantaneous orbital velocity that no change of gauge can alter. It gives no bound on time-step error.

```lean
import Mathlib

open Matrix
open Complex (I)

namespace ParallelTransportGauge

noncomputable section

variable {l m n k : Type*} [Fintype l] [Fintype m] [Fintype n] [Fintype k]
  [DecidableEq n] [DecidableEq k]

/-- The time-dependent matrix `A` has derivative `A'` at time `t`, entry by entry. -/
def HasMatDerivAt (A : ℝ → Matrix m n ℂ) (A' : Matrix m n ℂ) (t : ℝ) : Prop :=
  ∀ i j, HasDerivAt (fun s => A s i j) (A' i j) t

/-- The orbitals `Ψ` obey the Schrödinger equation `Ψ' = -i H Ψ` at all times. -/
def SolvesSchrodinger (H : ℝ → Matrix n n ℂ) (Ψ : ℝ → Matrix n k ℂ) : Prop :=
  ∀ t, HasMatDerivAt Ψ ((-I) • (H t * Ψ t)) t

/-- The squared Frobenius norm of a matrix. -/
def frobSq (A : Matrix m n ℂ) : ℝ := ∑ i, ∑ j, ‖A i j‖ ^ 2

/-- The right-hand side `H Φ - Φ (Φ* H Φ)` of the parallel transport equation. -/
def transportRHS (H : Matrix n n ℂ) (Φ : Matrix n k ℂ) : Matrix n k ℂ :=
  H * Φ - Φ * (Φᴴ * (H * Φ))

omit [Fintype l] [Fintype n] [DecidableEq n] in
/-- The product rule for time-dependent matrices. -/
theorem HasMatDerivAt.mul {A : ℝ → Matrix l m ℂ} {B : ℝ → Matrix m n ℂ}
    {A' : Matrix l m ℂ} {B' : Matrix m n ℂ} {t : ℝ}
    (hA : HasMatDerivAt A A' t) (hB : HasMatDerivAt B B' t) :
    HasMatDerivAt (fun s => A s * B s) (A' * B t + A t * B') t := by
  intro i j
  have h := HasDerivAt.fun_sum (u := (Finset.univ : Finset m))
    (fun (x : m) _ => (hA i x).fun_mul (hB x j))
  simpa only [Matrix.mul_apply, Matrix.add_apply, Finset.sum_add_distrib] using h

omit [Fintype k] [DecidableEq n] in
/-- Under a Hermitian Hamiltonian, orbitals that are orthonormal at time zero are
orthonormal at every time. -/
theorem orthonormal_conserved {H : ℝ → Matrix n n ℂ} {Ψ : ℝ → Matrix n k ℂ}
    (hH : ∀ t, (H t).IsHermitian) (hS : SolvesSchrodinger H Ψ)
    (h0 : (Ψ 0)ᴴ * Ψ 0 = 1) (t : ℝ) : (Ψ t)ᴴ * Ψ t = 1 := by
  -- the overlap matrix has zero derivative
  have hd : ∀ s, HasMatDerivAt (fun r => (Ψ r)ᴴ * Ψ r) 0 s := by
    intro s
    have hz : ((-I) • (H s * Ψ s))ᴴ * Ψ s + (Ψ s)ᴴ * ((-I) • (H s * Ψ s)) = 0 := by
      rw [conjTranspose_smul, conjTranspose_mul, (hH s).eq]
      simp [Matrix.mul_assoc]
    have hc : HasMatDerivAt (fun r => (Ψ r)ᴴ) ((-I) • (H s * Ψ s))ᴴ s :=
      fun i j => (hS s j i).star
    rw [← hz]
    exact hc.mul (hS s)
  ext i j
  have hc : ((Ψ t)ᴴ * Ψ t) i j = ((Ψ 0)ᴴ * Ψ 0) i j :=
    is_const_of_deriv_eq_zero (f := fun s => ((Ψ s)ᴴ * Ψ s) i j)
      (fun s => (hd s i j).differentiableAt) (fun s => (hd s i j).deriv) t 0
  rw [hc, h0]

omit [DecidableEq n] in
/-- The squared Frobenius norm of `A` is the trace of `A* A`. -/
theorem frobSq_eq_trace (A : Matrix m n ℂ) : (frobSq A : ℂ) = (Aᴴ * A).trace := by
  simp only [frobSq, Matrix.trace, Matrix.diag_apply, Matrix.mul_apply,
    Matrix.conjTranspose_apply]
  push_cast
  rw [Finset.sum_comm]
  exact Finset.sum_congr rfl fun j _ => Finset.sum_congr rfl fun i _ =>
    (Complex.conj_mul' (A i j)).symm

omit [DecidableEq n] in
/-- The squared Frobenius norm vanishes only for the zero matrix. -/
theorem frobSq_eq_zero (A : Matrix m n ℂ) : frobSq A = 0 ↔ A = 0 := by
  constructor
  · intro h
    unfold frobSq at h
    ext i j
    have h1 : ∑ j, ‖A i j‖ ^ 2 = 0 :=
      (Finset.sum_eq_zero_iff_of_nonneg (fun _ _ => by positivity)).1 h i (Finset.mem_univ i)
    have h2 : ‖A i j‖ ^ 2 = 0 :=
      (Finset.sum_eq_zero_iff_of_nonneg (fun _ _ => by positivity)).1 h1 j (Finset.mem_univ j)
    simpa using h2
  · rintro rfl
    simp [frobSq]

/-- For orthonormal orbitals `Φ`, the squared norm of `X` is the sum of the parts outside
and inside the occupied space. -/
theorem frobSq_pythagoras (Φ X : Matrix n k ℂ) (hΦ : Φᴴ * Φ = 1) :
    frobSq X = frobSq ((1 - Φ * Φᴴ) * X) + frobSq (Φᴴ * X) := by
  have hP : Φ * Φᴴ * (Φ * Φᴴ) = Φ * Φᴴ := by
    rw [Matrix.mul_assoc, ← Matrix.mul_assoc Φᴴ, hΦ, Matrix.one_mul]
  have hs : (1 - Φ * Φᴴ)ᴴ = 1 - Φ * Φᴴ := by simp
  -- the complementary projector is Hermitian and idempotent
  have hQ : (1 - Φ * Φᴴ)ᴴ * (1 - Φ * Φᴴ) = 1 - Φ * Φᴴ := by
    rw [hs, mul_sub, mul_one, sub_mul, one_mul, hP, sub_self, sub_zero]
  apply Complex.ofReal_injective
  rw [Complex.ofReal_add, frobSq_eq_trace, frobSq_eq_trace, frobSq_eq_trace,
    ← Matrix.trace_add]
  congr 1
  rw [conjTranspose_mul (1 - Φ * Φᴴ) X, conjTranspose_mul Φᴴ X, conjTranspose_conjTranspose,
    Matrix.mul_assoc Xᴴ, ← Matrix.mul_assoc (1 - Φ * Φᴴ)ᴴ, hQ]
  simp only [Matrix.sub_mul, Matrix.mul_sub, Matrix.one_mul, Matrix.mul_assoc, sub_add_cancel]

/-- Let the orbitals `Φ` be orthonormal. If the part of `X` outside the occupied space is that of
`-i H Φ`, then `Φ* X = 0` exactly when `i X = H Φ - Φ (Φ* H Φ)`. -/
theorem parallel_iff (H : Matrix n n ℂ) {Φ X : Matrix n k ℂ} (hΦ : Φᴴ * Φ = 1)
    (hX : (1 - Φ * Φᴴ) * X = (-I) • ((1 - Φ * Φᴴ) * (H * Φ))) :
    Φᴴ * X = 0 ↔ I • X = transportRHS H Φ := by
  unfold transportRHS
  constructor
  · intro h
    have hx : (1 - Φ * Φᴴ) * X = X := by
      rw [Matrix.sub_mul, Matrix.one_mul, Matrix.mul_assoc, h, Matrix.mul_zero, sub_zero]
    have hI : I * -I = 1 := by simp
    rw [← hx, hX, smul_smul, hI, one_smul, Matrix.sub_mul, Matrix.one_mul, Matrix.mul_assoc]
  · intro h
    have h1 : I • (Φᴴ * X) = 0 := by
      rw [← Matrix.mul_smul, h, Matrix.mul_sub, ← Matrix.mul_assoc Φᴴ Φ, hΦ,
        Matrix.one_mul, sub_self]
    have hI : -I * I = 1 := by simp
    rw [← one_smul ℂ (Φᴴ * X), ← hI, mul_smul, h1, smul_zero]

/-- Let `Ψ` solve the Schrödinger equation with Hermitian `H` and be orthonormal at time zero, let
`P = Ψ Ψ*`, and let `U` be differentiable and unitary at time `t`. At that time the orbitals `Φ = Ψ
U` have a velocity `Φ'` whose squared norm is that of `(1 - P) H Ψ` plus that of `Φ* Φ'`; the latter
vanishes exactly when `i Φ' = H Φ - Φ (Φ* H Φ)`. -/
theorem gauge_velocity_decomposition {H : ℝ → Matrix n n ℂ} {Ψ : ℝ → Matrix n k ℂ}
    (hH : ∀ t, (H t).IsHermitian) (hS : SolvesSchrodinger H Ψ) (h0 : (Ψ 0)ᴴ * Ψ 0 = 1)
    {U : ℝ → Matrix k k ℂ} {U' : Matrix k k ℂ} {t : ℝ}
    (hU : HasMatDerivAt U U' t) (hu : U t ∈ unitaryGroup k ℂ) :
    ∃ Φ' : Matrix n k ℂ, HasMatDerivAt (fun s => Ψ s * U s) Φ' t ∧
      frobSq Φ' = frobSq ((1 - Ψ t * (Ψ t)ᴴ) * (H t * Ψ t))
        + frobSq ((Ψ t * U t)ᴴ * Φ') ∧
      (frobSq ((Ψ t * U t)ᴴ * Φ') = 0 ↔ I • Φ' = transportRHS (H t) (Ψ t * U t)) := by
  have hΨ := orthonormal_conserved hH hS h0 t
  have hu1 : U t * (U t)ᴴ = 1 := Matrix.mem_unitaryGroup_iff.1 hu
  have hu2 : (U t)ᴴ * U t = 1 := mul_eq_one_comm.1 hu1
  -- the projector does not depend on the gauge
  have hP : Ψ t * U t * (Ψ t * U t)ᴴ = Ψ t * (Ψ t)ᴴ := by
    rw [conjTranspose_mul, Matrix.mul_assoc, ← Matrix.mul_assoc (U t), hu1, Matrix.one_mul]
  have hΦ : (Ψ t * U t)ᴴ * (Ψ t * U t) = 1 := by
    rw [conjTranspose_mul, Matrix.mul_assoc, ← Matrix.mul_assoc (Ψ t)ᴴ, hΨ,
      Matrix.one_mul, hu2]
  have hk : (1 - Ψ t * (Ψ t)ᴴ) * Ψ t = 0 := by
    rw [Matrix.sub_mul, Matrix.one_mul, Matrix.mul_assoc, hΨ, Matrix.mul_one, sub_self]
  -- outside the occupied space the term with `U'` drops out
  have hT : (1 - Ψ t * (Ψ t)ᴴ) * (((-I) • (H t * Ψ t)) * U t + Ψ t * U')
      = (-I) • ((1 - Ψ t * (Ψ t)ᴴ) * (H t * Ψ t) * U t) := by
    rw [Matrix.mul_add, ← Matrix.mul_assoc _ (Ψ t) U', hk, Matrix.zero_mul, add_zero,
      Matrix.smul_mul, Matrix.mul_smul, Matrix.mul_assoc (1 - Ψ t * (Ψ t)ᴴ)]
  -- a phase and a unitary rotation leave the Frobenius norm unchanged
  have hN : ∀ X : Matrix n k ℂ, frobSq ((-I) • (X * U t)) = frobSq X := by
    intro X
    have h1 : frobSq ((-I) • (X * U t)) = frobSq (X * U t) := by simp [frobSq]
    rw [h1]
    apply Complex.ofReal_injective
    rw [frobSq_eq_trace, frobSq_eq_trace, conjTranspose_mul, Matrix.mul_assoc (U t)ᴴ,
      Matrix.trace_mul_comm (U t)ᴴ, Matrix.mul_assoc Xᴴ, Matrix.mul_assoc X, hu1,
      Matrix.mul_one]
  refine ⟨((-I) • (H t * Ψ t)) * U t + Ψ t * U', (hS t).mul hU, ?_, ?_⟩
  · rw [frobSq_pythagoras _ _ hΦ, hP, hT, hN]
  · rw [frobSq_eq_zero]
    apply parallel_iff (H t) hΦ
    rw [hP, hT]
    simp only [Matrix.mul_assoc]

/-- Let `Ψ` solve the Schrödinger equation with Hermitian `H` and be orthonormal at time zero. If
the orbitals `Ψ V` obey the parallel transport equation at time `t`, the squared Frobenius norm of
their velocity at that time is no larger than that of `Ψ U` for any gauge `U`. -/
theorem parallel_transport_slowest {H : ℝ → Matrix n n ℂ} {Ψ : ℝ → Matrix n k ℂ}
    (hH : ∀ t, (H t).IsHermitian) (hS : SolvesSchrodinger H Ψ) (h0 : (Ψ 0)ᴴ * Ψ 0 = 1)
    {U V : ℝ → Matrix k k ℂ} {U' V' : Matrix k k ℂ} {X Y : Matrix n k ℂ} {t : ℝ}
    (hU : HasMatDerivAt U U' t) (hu : U t ∈ unitaryGroup k ℂ)
    (hV : HasMatDerivAt V V' t) (hv : V t ∈ unitaryGroup k ℂ)
    (hX : HasMatDerivAt (fun s => Ψ s * U s) X t)
    (hY : HasMatDerivAt (fun s => Ψ s * V s) Y t)
    (hPT : I • Y = transportRHS (H t) (Ψ t * V t)) : frobSq Y ≤ frobSq X := by
  obtain ⟨X₀, a1, a2, -⟩ := gauge_velocity_decomposition hH hS h0 hU hu
  obtain ⟨Y₀, b1, b2, b3⟩ := gauge_velocity_decomposition hH hS h0 hV hv
  have eX : X₀ = X := by
    ext i j
    exact (a1 i j).unique (hX i j)
  have eY : Y₀ = Y := by
    ext i j
    exact (b1 i j).unique (hY i j)
  subst eX eY
  have hz := b3.2 hPT
  have hn : 0 ≤ frobSq ((Ψ t * U t)ᴴ * X₀) := by
    unfold frobSq
    positivity
  linarith

/-- A two-level orbital with amplitudes `cos t` and `-i sin t`. -/
def rabiOrbital (t : ℝ) : Matrix (Fin 2) (Fin 1) ℂ :=
  !![(Real.cos t : ℂ); -I * (Real.sin t : ℂ)]

/-- The one-orbital gauge `cos t + i sin t`. -/
def phaseGauge (t : ℝ) : Matrix (Fin 1) (Fin 1) ℂ :=
  !![(Real.cos t : ℂ) + I * (Real.sin t : ℂ)]

/-- The two-level orbital, the coupling `σₓ` and the rotating phase gauge satisfy the
hypotheses of the velocity decomposition. -/
theorem rabi_witness :
    (!![0, 1; 1, 0] : Matrix (Fin 2) (Fin 2) ℂ).IsHermitian ∧
    SolvesSchrodinger (fun _ => !![0, 1; 1, 0]) rabiOrbital ∧
    (rabiOrbital 0)ᴴ * rabiOrbital 0 = 1 ∧
    ∀ t, HasMatDerivAt phaseGauge (I • phaseGauge t) t ∧
      phaseGauge t ∈ unitaryGroup (Fin 1) ℂ := by
  refine ⟨?_, ?_, ?_, fun t => ⟨?_, ?_⟩⟩
  · ext i j
    fin_cases i <;> fin_cases j <;> simp
  · intro t i j
    have hc := (Real.hasDerivAt_cos t).ofReal_comp
    have hs := ((Real.hasDerivAt_sin t).ofReal_comp).const_mul (-I)
    fin_cases j
    fin_cases i
    · refine hc.congr_deriv ?_
      simp [rabiOrbital, ← mul_assoc]
    · refine hs.congr_deriv ?_
      simp [rabiOrbital]
  · ext i j
    fin_cases i
    fin_cases j
    simp [rabiOrbital, Matrix.mul_apply, Fin.sum_univ_succ]
  · intro i j
    have hc := (Real.hasDerivAt_cos t).ofReal_comp
    have hs := ((Real.hasDerivAt_sin t).ofReal_comp).const_mul I
    fin_cases i
    fin_cases j
    refine (hc.fun_add hs).congr_deriv ?_
    change _ = I * ((Real.cos t : ℂ) + I * (Real.sin t : ℂ))
    rw [Complex.ofReal_neg]
    linear_combination (-(Real.sin t : ℂ)) * Complex.I_mul_I
  · rw [Matrix.mem_unitaryGroup_iff]
    ext i j
    fin_cases i
    fin_cases j
    rw [Matrix.mul_apply, Fin.sum_univ_one]
    change ((Real.cos t : ℂ) + I * (Real.sin t : ℂ)) *
      (starRingEnd ℂ) ((Real.cos t : ℂ) + I * (Real.sin t : ℂ)) = 1
    have h : (Real.cos t : ℂ) ^ 2 + (Real.sin t : ℂ) ^ 2 = 1 := by
      rw [← Complex.ofReal_pow, ← Complex.ofReal_pow, ← Complex.ofReal_add,
        Real.cos_sq_add_sin_sq, Complex.ofReal_one]
    rw [map_add, map_mul, Complex.conj_ofReal, Complex.conj_ofReal, Complex.conj_I]
    linear_combination h - (Real.sin t : ℂ) ^ 2 * Complex.I_mul_I

end

end ParallelTransportGauge
```

```lean
#print axioms ParallelTransportGauge.parallel_transport_slowest
```

```
'ParallelTransportGauge.parallel_transport_slowest' depends on axioms: [propext, Classical.choice, Quot.sound]
```

## How the proof follows the derivation

`HasMatDerivAt.mul` is the product rule, obtained by differentiating the finite sum in each entry of a matrix product. `orthonormal_conserved` applies it to $\Psi^*\Psi$. The step `hz` is the cancellation that uses Hermiticity, and `is_const_of_deriv_eq_zero` turns the vanishing derivative of each entry into constancy.

`frobSq_eq_trace` rewrites the norm as a trace, and `frobSq_eq_zero` shows that a sum of non-negative squares vanishes only if each entry does. In `frobSq_pythagoras`, `hP` is $P^2=P$ and `hQ` is $Q^*Q=Q$. The norms are real while the traces are complex, so `Complex.ofReal_injective` carries the real identity over to the complex numbers, where the trace algebra is done.

`parallel_iff` is the equivalence, stated for any matrix `X` whose part outside the occupied space equals that of $-iH\Phi$. Its two directions are the two directions above: the first rebuilds `X` from its outside part, and the second multiplies by $\Phi^*$.

In `gauge_velocity_decomposition` these results are assembled:

- `hP` and `hΦ` give the gauge-independent projector and the orthonormality of $\Phi$.
- `hk` is $Q\Psi=0$, and `hT` uses it to remove the term with $U'$.
- `hN` is the invariance of the norm under the factor $-i$ and the unitary $U$.

The `refine` line then supplies $-iH\Psi U+\Psi U'$ as the velocity. One rewrite chain proves the norm formula, and `parallel_iff` proves the equivalence.

For `parallel_transport_slowest`, the main theorem is applied to both gauges. Uniqueness of derivatives identifies the velocities it supplies with the given `X` and `Y`. The outside terms of the two norm formulas are equal, the inside term for `V` is zero, and the one for `U` is non-negative, so `linarith` closes the inequality.

Finally, `rabi_witness` shows that the hypotheses are met by a concrete system: the orbital $(\cos t,\,-i\sin t)$ driven by $\sigma_x$, with gauge $e^{it}$. Here $\langle\sigma_x\rangle=0$ and $\langle\sigma_x^2\rangle=1$, so the one-orbital formula gives a squared velocity of $2$ in the rotating gauge and $1$ without it; these two values are worked out here by hand, while the Lean example verifies only the hypotheses.
